# Separating the kinetic energy of an electron-hole pair with positive definite mass tensors

## One dimension, two masses

Take an electron of mass $m_e$ and a hole of mass $m_h$ on a line, with momenta $p_e$ and $p_h$. The total momentum is $P=p_e+p_h$ and the centre-of-mass velocity is $w=P/(m_e+m_h)$. Let $p=p_e-m_ew$ be what remains of the electron momentum. Then

$$p_e=m_ew+p,\qquad p_h=m_hw-p .$$

Squaring gives the cross terms $+wp$ and $-wp$, which cancel:

$$\frac{p_e^2}{2m_e}+\frac{p_h^2}{2m_h}=\frac{P^2}{2(m_e+m_h)}+\frac{p^2}{2}\left(\frac1{m_e}+\frac1{m_h}\right).$$

In an anisotropic crystal the masses become matrices $M_e$ and $M_h$, which need not commute. The cancellation survives, provided that the relative momentum is defined with the factors in the right order.

## The identity for mass tensors

Let $M_e,M_h$ be real, symmetric and positive definite, and write $T(M,q)=\tfrac12\,q\cdot M^{-1}q$. Define

$$P=p_e+p_h,\quad w=(M_e+M_h)^{-1}P,\quad p=p_e-M_ew,\quad \mu=(M_e^{-1}+M_h^{-1})^{-1}.$$

Then

$$T(M_e,p_e)+T(M_h,p_h)=T(M_e+M_h,P)+T(\mu,p).$$

For carriers in parabolic bands, this is the kinetic part of the step that reduces the effective-mass exciton to a one-body problem.

## Derivation by a boost

By definition $p_e=M_ew+p$. Since $P=(M_e+M_h)w$, subtraction gives $p_h=M_hw-p$.

For one particle, $M^{-1}(Mw+q)=w+M^{-1}q$, so

$$T(M,Mw+q)=\tfrac12(Mw+q)\cdot(w+M^{-1}q)=\tfrac12\,w\cdot Mw+w\cdot q+T(M,q).$$

The symmetry of $M$ enters through $(Mw)\cdot M^{-1}q=w\cdot q$. Use this with $q=p$ for the electron and $q=-p$ for the hole, and add:

$$\tfrac12\,w\cdot(M_e+M_h)w+w\cdot p-w\cdot p+T(M_e,p)+T(M_h,p).$$

The first term is $\tfrac12\,w\cdot P=T(M_e+M_h,P)$. The last two are $\tfrac12\,p\cdot(M_e^{-1}+M_h^{-1})p=T(\mu,p)$.

## Reduced mass, velocities, positions and a lower bound

**Reduced mass.** Multiplying out confirms $M_e^{-1}+M_h^{-1}=M_h^{-1}(M_e+M_h)M_e^{-1}$. Inverting gives $\mu=M_e(M_e+M_h)^{-1}M_h$.

**Velocities.** The electron moves with $w+M_e^{-1}p$ and the hole with $w-M_h^{-1}p$. Their difference is $\mu^{-1}p$.

**Positions.** For positions $r_e,r_h$, set $R=(M_e+M_h)^{-1}(M_er_e+M_hr_h)$ and $r=r_e-r_h$. Inserting the split momenta and using symmetry,

$$p_e\cdot r_e+p_h\cdot r_h=w\cdot(M_er_e+M_hr_h)+p\cdot(r_e-r_h)=P\cdot R+p\cdot r .$$

**Lower bound.** Since $\mu^{-1}$ is positive definite, $T(\mu,p)\ge0$, with equality only for $p=0$. The kinetic energy of the pair is therefore at least $T(M_e+M_h,P)$. Equality holds exactly when $\mu^{-1}p=0$, that is, when both particles have the same velocity.

## From band curvatures to an exciton calculation

An effective-mass calculation can start from the curvatures of the conduction band $E_c$ and the valence band $E_v$ at their extrema. In a common Cartesian frame, $M_e^{-1}=\nabla_k\nabla_kE_c/\hbar^2$ and $M_h^{-1}=-\nabla_k\nabla_kE_v/\hbar^2$. Adding them gives $\mu^{-1}$ directly, and the relative problem becomes

$$\left[-\frac{\hbar^2}{2}\nabla_r\cdot\mu^{-1}\nabla_r+V(r)\right]\phi=E\phi$$

for an interaction $V$ that depends only on the separation, with $E$ measured from the energy gap between the two band extrema. The centre of mass adds $\tfrac{\hbar^2}{2}K\cdot(M_e+M_h)^{-1}K$ for pair wavevector $K$. Here $K$ is measured from its value when both carriers sit at their band extrema. The formula for $\mu$ above gives $(M_e+M_h)^{-1}=M_e^{-1}\mu M_h^{-1}$, so this term too follows from the two inverse mass tensors and the inverse of their sum.

## What the Lean statements say

The finite type `n` labels the Cartesian directions. Momenta and positions are vectors `n → ℝ`, and masses are matrices `Matrix n n ℝ`. The symbol `⬝ᵥ` is the scalar product and `*ᵥ` applies a matrix to a vector. The hypotheses `Me.PosDef` and `Mh.PosDef` include symmetry. Physically, they describe an electron near a band minimum and a hole near a band maximum, each with a single mass tensor and with the hole's mass counted as positive.

The definitions `kineticEnergy`, `cmVelocity`, `relMomentum` and `reducedMass` are $T$, $w$, $p$ and $\mu$. The main theorem, `kineticEnergy_separation`, is the displayed identity with its factor $\tfrac12$.

The statements concern real vectors, not operators on wavefunctions, and contain no interaction. Saddle points and coupled, degenerate valence bands fall outside the hypotheses.

## The Lean file

```lean
import Mathlib

open Matrix

namespace ExcitonMassTensor

noncomputable section

variable {n : Type*} [Fintype n] [DecidableEq n] {M Me Mh : Matrix n n ℝ}

/-- Kinetic energy `½ ⟨p, M⁻¹ p⟩` of a particle with invertible mass tensor `M`
and momentum `p`. -/
def kineticEnergy (M : Matrix n n ℝ) (p : n → ℝ) : ℝ :=
  (1 / 2) * (p ⬝ᵥ M⁻¹ *ᵥ p)

/-- Centre-of-mass velocity `(Me + Mh)⁻¹ (pe + ph)` of an electron-hole pair, for
invertible total mass tensor. -/
def cmVelocity (Me Mh : Matrix n n ℝ) (pe ph : n → ℝ) : n → ℝ :=
  (Me + Mh)⁻¹ *ᵥ (pe + ph)

/-- Relative momentum: the electron momentum minus the part `Me w` it has by moving
with the centre-of-mass velocity `w`. -/
def relMomentum (Me Mh : Matrix n n ℝ) (pe ph : n → ℝ) : n → ℝ :=
  pe - Me *ᵥ cmVelocity Me Mh pe ph

/-- Reduced mass tensor `(Me⁻¹ + Mh⁻¹)⁻¹`, for `Me`, `Mh` and `Me⁻¹ + Mh⁻¹` invertible. -/
def reducedMass (Me Mh : Matrix n n ℝ) : Matrix n n ℝ :=
  (Me⁻¹ + Mh⁻¹)⁻¹

omit [DecidableEq n] in
/-- A positive definite mass tensor can be moved from one side of the scalar product
to the other. -/
theorem dot_mass_symm (hM : M.PosDef) (x y : n → ℝ) :
    x ⬝ᵥ M *ᵥ y = (M *ᵥ x) ⬝ᵥ y := by
  have hT : Mᵀ = M := by
    rw [← Matrix.conjTranspose_eq_transpose_of_trivial]
    exact hM.isHermitian.eq
  rw [Matrix.dotProduct_mulVec, ← Matrix.mulVec_transpose, hT]

/-- Adding the momentum `M w` to a particle adds `w` to its velocity. -/
theorem velocity_boost (hM : M.PosDef) (w q : n → ℝ) :
    M⁻¹ *ᵥ (M *ᵥ w + q) = w + M⁻¹ *ᵥ q := by
  rw [Matrix.mulVec_add, Matrix.mulVec_mulVec,
    Matrix.nonsing_inv_mul _ hM.det_pos.ne'.isUnit, Matrix.one_mulVec]

/-- Change of the kinetic energy when a particle of momentum `q` is boosted by the
velocity `w`. -/
theorem kineticEnergy_boost (hM : M.PosDef) (w q : n → ℝ) :
    kineticEnergy M (M *ᵥ w + q) =
      (1 / 2) * (w ⬝ᵥ M *ᵥ w) + w ⬝ᵥ q + kineticEnergy M q := by
  have hcross : (M *ᵥ w) ⬝ᵥ (M⁻¹ *ᵥ q) = w ⬝ᵥ q := by
    rw [← dot_mass_symm hM, Matrix.mulVec_mulVec,
      Matrix.mul_nonsing_inv _ hM.det_pos.ne'.isUnit, Matrix.one_mulVec]
  unfold kineticEnergy
  rw [velocity_boost hM, add_dotProduct, dotProduct_add, dotProduct_add, hcross,
    dotProduct_comm (M *ᵥ w) w, dotProduct_comm q w]
  ring

/-- The total momentum is shared between electron and hole as `Me w` and `Mh w`, and the
relative momentum enters the two particles with opposite signs. -/
theorem momentum_split (he : Me.PosDef) (hh : Mh.PosDef) (pe ph : n → ℝ) :
    Me *ᵥ cmVelocity Me Mh pe ph + Mh *ᵥ cmVelocity Me Mh pe ph = pe + ph ∧
    pe = Me *ᵥ cmVelocity Me Mh pe ph + relMomentum Me Mh pe ph ∧
    ph = Mh *ᵥ cmVelocity Me Mh pe ph + -relMomentum Me Mh pe ph := by
  have hP : Me *ᵥ cmVelocity Me Mh pe ph + Mh *ᵥ cmVelocity Me Mh pe ph = pe + ph := by
    rw [← Matrix.add_mulVec, cmVelocity, Matrix.mulVec_mulVec,
      Matrix.mul_nonsing_inv _ (he.add hh).det_pos.ne'.isUnit, Matrix.one_mulVec]
  refine ⟨hP, ?_, ?_⟩
  · unfold relMomentum
    abel
  · unfold relMomentum
    linear_combination -hP

/-- The reduced mass tensor is `Me (Me + Mh)⁻¹ Mh`, and its inverse is the sum of the
inverse masses. -/
theorem reducedMass_formulas (he : Me.PosDef) (hh : Mh.PosDef) :
    reducedMass Me Mh = Me * (Me + Mh)⁻¹ * Mh ∧
    (reducedMass Me Mh)⁻¹ = Me⁻¹ + Mh⁻¹ := by
  have ue := he.det_pos.ne'.isUnit
  have uh := hh.det_pos.ne'.isUnit
  have um := (he.add hh).det_pos.ne'.isUnit
  constructor
  · apply Matrix.inv_eq_right_inv
    -- the sum of inverse masses factorises through the total mass
    have h : Me⁻¹ + Mh⁻¹ = Mh⁻¹ * (Me + Mh) * Me⁻¹ := by
      rw [mul_add, add_mul, Matrix.nonsing_inv_mul _ uh, one_mul, mul_assoc,
        Matrix.mul_nonsing_inv _ ue, mul_one, add_comm]
    calc (Me⁻¹ + Mh⁻¹) * (Me * (Me + Mh)⁻¹ * Mh)
        = Mh⁻¹ * ((Me + Mh) * ((Me⁻¹ * Me) * (Me + Mh)⁻¹)) * Mh := by
          rw [h]
          simp only [mul_assoc]
      _ = 1 := by
          rw [Matrix.nonsing_inv_mul _ ue, one_mul, Matrix.mul_nonsing_inv _ um,
            mul_one, Matrix.nonsing_inv_mul _ uh]
  · exact Matrix.nonsing_inv_nonsing_inv _ (he.inv.add hh.inv).det_pos.ne'.isUnit

/-- The kinetic energy of an electron-hole pair with anisotropic masses is the sum of a
centre-of-mass part with the total mass tensor and a relative part with the reduced one. -/
theorem kineticEnergy_separation (he : Me.PosDef) (hh : Mh.PosDef) (pe ph : n → ℝ) :
    kineticEnergy Me pe + kineticEnergy Mh ph =
      kineticEnergy (Me + Mh) (pe + ph) +
        kineticEnergy (reducedMass Me Mh) (relMomentum Me Mh pe ph) := by
  obtain ⟨hP, h1, h2⟩ := momentum_split he hh pe ph
  have e1 := (congrArg (kineticEnergy Me) h1).trans (kineticEnergy_boost he _ _)
  have e2 := (congrArg (kineticEnergy Mh) h2).trans (kineticEnergy_boost hh _ _)
  have hneg : kineticEnergy Mh (-relMomentum Me Mh pe ph) =
      kineticEnergy Mh (relMomentum Me Mh pe ph) := by
    simp [kineticEnergy, Matrix.mulVec_neg]
  rw [dotProduct_neg, hneg] at e2
  -- centre-of-mass part
  have e3 : kineticEnergy (Me + Mh) (pe + ph) =
      (1 / 2) * ((pe + ph) ⬝ᵥ cmVelocity Me Mh pe ph) := rfl
  rw [← hP, add_dotProduct, dotProduct_comm (Me *ᵥ _), dotProduct_comm (Mh *ᵥ _), hP] at e3
  -- relative part
  have e4 : kineticEnergy (reducedMass Me Mh) (relMomentum Me Mh pe ph) =
      kineticEnergy Me (relMomentum Me Mh pe ph) +
        kineticEnergy Mh (relMomentum Me Mh pe ph) := by
    unfold kineticEnergy
    rw [(reducedMass_formulas he hh).2, Matrix.add_mulVec, dotProduct_add]
    ring
  linarith

/-- The velocity difference of electron and hole is the inverse reduced mass tensor
applied to the relative momentum. -/
theorem relative_velocity (he : Me.PosDef) (hh : Mh.PosDef) (pe ph : n → ℝ) :
    Me⁻¹ *ᵥ pe - Mh⁻¹ *ᵥ ph = (reducedMass Me Mh)⁻¹ *ᵥ relMomentum Me Mh pe ph := by
  obtain ⟨-, h1, h2⟩ := momentum_split he hh pe ph
  have e1 := (congrArg (Me⁻¹).mulVec h1).trans (velocity_boost he _ _)
  have e2 := (congrArg (Mh⁻¹).mulVec h2).trans (velocity_boost hh _ _)
  rw [e1, e2, (reducedMass_formulas he hh).2, Matrix.add_mulVec, Matrix.mulVec_neg]
  abel

/-- The pairing of momenta with positions keeps its form when one passes to the
mass-weighted centre `(Me + Mh)⁻¹ (Me re + Mh rh)` and the separation `re - rh`. -/
theorem phase_separation (he : Me.PosDef) (hh : Mh.PosDef) (pe ph re rh : n → ℝ) :
    pe ⬝ᵥ re + ph ⬝ᵥ rh =
      (pe + ph) ⬝ᵥ (Me + Mh)⁻¹ *ᵥ (Me *ᵥ re + Mh *ᵥ rh) +
        relMomentum Me Mh pe ph ⬝ᵥ (re - rh) := by
  obtain ⟨-, h1, h2⟩ := momentum_split he hh pe ph
  have e1 := congrArg (fun x => x ⬝ᵥ re) h1
  have e2 := congrArg (fun x => x ⬝ᵥ rh) h2
  simp only [add_dotProduct, neg_dotProduct] at e1 e2
  have e3 : (pe + ph) ⬝ᵥ (Me + Mh)⁻¹ *ᵥ (Me *ᵥ re + Mh *ᵥ rh) =
      cmVelocity Me Mh pe ph ⬝ᵥ (Me *ᵥ re + Mh *ᵥ rh) :=
    dot_mass_symm (he.add hh).inv _ _
  rw [e3, dotProduct_add, dot_mass_symm he, dot_mass_symm hh, dotProduct_sub]
  linarith

/-- The kinetic energy of the pair is at least that of its total momentum carried by the
total mass, with equality exactly when electron and hole have the same velocity. -/
theorem kineticEnergy_lower_bound (he : Me.PosDef) (hh : Mh.PosDef) (pe ph : n → ℝ) :
    kineticEnergy (Me + Mh) (pe + ph) ≤ kineticEnergy Me pe + kineticEnergy Mh ph ∧
    (kineticEnergy (Me + Mh) (pe + ph) = kineticEnergy Me pe + kineticEnergy Mh ph ↔
      Me⁻¹ *ᵥ pe = Mh⁻¹ *ᵥ ph) := by
  have hs := kineticEnergy_separation he hh pe ph
  have hv := relative_velocity he hh pe ph
  by_cases hq : relMomentum Me Mh pe ph = 0
  · -- no relative motion: equal energies and equal velocities
    have h0 : kineticEnergy (reducedMass Me Mh) (0 : n → ℝ) = 0 := by
      simp [kineticEnergy]
    rw [hq, h0] at hs
    rw [hq, Matrix.mulVec_zero] at hv
    exact ⟨by linarith, fun _ => sub_eq_zero.mp hv, fun _ => by linarith⟩
  · -- relative motion costs a strictly positive energy
    have hμ : (reducedMass Me Mh).PosDef := (he.inv.add hh.inv).inv
    have hpos := hμ.inv.dotProduct_mulVec_pos hq
    rw [star_trivial] at hpos
    unfold kineticEnergy at hs ⊢
    refine ⟨by linarith, fun h => by linarith, fun h => ?_⟩
    rw [← hv, h, sub_self, dotProduct_zero] at hpos
    exact absurd hpos (lt_irrefl 0)

end

end ExcitonMassTensor
```

```lean
#print axioms ExcitonMassTensor.kineticEnergy_separation
-- 'ExcitonMassTensor.kineticEnergy_separation' depends on axioms: [propext, Classical.choice, Quot.sound]
#print axioms ExcitonMassTensor.phase_separation
-- 'ExcitonMassTensor.phase_separation' depends on axioms: [propext, Classical.choice, Quot.sound]
#print axioms ExcitonMassTensor.kineticEnergy_lower_bound
-- 'ExcitonMassTensor.kineticEnergy_lower_bound' depends on axioms: [propext, Classical.choice, Quot.sound]
```

## How the proof follows the derivation

`dot_mass_symm` moves a mass tensor across the scalar product. `velocity_boost` cancels $M^{-1}M$, which is allowed because a positive definite matrix has positive determinant. `kineticEnergy_boost` combines the two; its `hcross` is the step $(Mw)\cdot M^{-1}q=w\cdot q$.

`momentum_split` proves $P=M_ew+M_hw$ together with the two formulas for $p_e$ and $p_h$. `reducedMass_formulas` checks that the proposed product is a right inverse of $M_e^{-1}+M_h^{-1}$, using the factorisation above.

In `kineticEnergy_separation`, `e1` and `e2` are the boosted energies of electron and hole. They are built with `congrArg` because $w$ and $p$ themselves contain $p_e$, so rewriting $p_e$ everywhere would also change them. `hneg` states that reversing $p$ leaves the energy unchanged, `e3` identifies the centre-of-mass part and `e4` the relative part. `linarith` then adds the equations, and the cross terms cancel.

`relative_velocity` subtracts two instances of `velocity_boost`. `phase_separation` pairs the split momenta with the positions and moves the mass tensors across by symmetry.

`kineticEnergy_lower_bound` distinguishes two cases. If $p=0$, the energies agree and so do the velocities. If $p\neq0$, positive definiteness makes the relative energy strictly positive, so the energies differ; equal velocities would force $p\cdot\mu^{-1}p=0$, a contradiction.
